# The fourth moment of the cubic velocity stencil is isotropic exactly when $w_1 = 2w_2 + 8w_3$

Take the six velocities $(\pm1,0,0)$, $(0,\pm1,0)$, $(0,0,\pm1)$, each with weight 1, and a unit vector $u=(u_0,u_1,u_2)$. The sum of $(c\cdot u)^4$ over these velocities $c$ is
$$2\,(u_0^4+u_1^4+u_2^4).$$
Along the cubic axis $u=(1,0,0)$ this equals $2$. Along $u=(3/5,4/5,0)$ it equals $2\cdot 337/625\approx 1.08$. The six velocities therefore distinguish the axes from oblique directions.

Now add the twelve velocities of type $(\pm1,\pm1,0)$. As computed below, their sum is $12-4\,(u_0^4+u_1^4+u_2^4)$ for a unit vector, which is smallest along the axes, where the first sum is largest. If the axis velocities get weight 2 and the diagonal ones weight 1, the direction-dependent terms cancel and the total is 12 in every direction.

## Cancelling the cubic term between three shells

The full stencil consists of the 27 vectors with components $-1$, $0$ or $1$. Apart from the rest velocity, they form shells of squared length 1, 2 and 3, with 6, 12 and 8 members. Each velocity of squared length $k$ carries the real weight $w_k$. The $n$-th moment along $u$ is
$$M_n(u)=\sum_c w_{|c|^2}\,(c\cdot u)^n .$$
It is called isotropic if it has the same value for all real unit vectors $u$. The claim is that $M_4$ is isotropic if and only if $w_1=2w_2+8w_3$.

Write $S=u_0^4+u_1^4+u_2^4$ and $P=u_0^2u_1^2+u_0^2u_2^2+u_1^2u_2^2$, so that $|u|^4=S+2P$. In each shell the sum over signs removes all odd powers of the components.

- The first shell gives $2S$.
- In the second shell, the four velocities in the plane of axes $i$ and $j$ give
$$2(u_i+u_j)^4+2(u_i-u_j)^4=4(u_i^4+6u_i^2u_j^2+u_j^4).$$
Each axis lies in two coordinate planes, so the shell gives $8S+24P=12|u|^4-4S$.
- The third shell gives $8(S+6P)=24|u|^4-16S$.

With the weights included,
$$M_4(u)=(12w_2+24w_3)\,|u|^4+(2w_1-4w_2-16w_3)\,S .$$

If $w_1=2w_2+8w_3$, the second coefficient vanishes and $M_4=12w_2+24w_3$ on all unit vectors. Conversely, $S$ is $1$ along $(1,0,0)$ and $337/625$ along $(3/5,4/5,0)$. If $M_4$ agrees in these two directions, the coefficient of $S$ must be zero, which is the stated condition.

In lattice Boltzmann simulation, the fourth-order velocity tensor enters the momentum flux, and a leftover cubic term there would make the simulated fluid sensitive to the orientation of the grid. The result concerns only this algebraic property of the 27-velocity stencil, and involves neither a collision rule nor a hydrodynamic limit.

## Velocities, weights and moments in Lean

```lean
import Mathlib

open Finset

namespace CubicVelocityStencil

noncomputable section
```

Velocities are triples of integers, and the stencil is the product of three copies of $\{-1,0,1\}$.

```lean
/-- The 27 lattice velocities with components -1, 0 or 1, including the rest velocity. -/
def velocities : Finset (ℤ × ℤ × ℤ) :=
  ({-1, 0, 1} : Finset ℤ) ×ˢ ({-1, 0, 1} : Finset ℤ) ×ˢ ({-1, 0, 1} : Finset ℤ)
```

The squared length is an integer and serves as the label of the shell.

```lean
/-- The squared length of a lattice velocity. -/
def sqLen (c : ℤ × ℤ × ℤ) : ℤ := c.1 * c.1 + c.2.1 * c.2.1 + c.2.2 * c.2.2
```

The direction $u$ is a function `Fin 3 → ℝ`, with components `u 0`, `u 1` and `u 2`. The integer components of $c$ are converted to real numbers in the scalar product.

```lean
/-- The scalar product of a lattice velocity with a real vector. -/
def proj (c : ℤ × ℤ × ℤ) (u : Fin 3 → ℝ) : ℝ :=
  (c.1 : ℝ) * u 0 + (c.2.1 : ℝ) * u 1 + (c.2.2 : ℝ) * u 2
```

The weights are given by a function `w : ℤ → ℝ`, of which only the values at 0, 1, 2 and 3 enter. This builds in the assumption that velocities of equal length have equal weight. The weights need be neither positive nor normalised. The rest weight `w 0` is left free, since the rest velocity contributes nothing to a moment of positive order.

```lean
/-- The `n`-th velocity moment along `u`, where `w k` is the weight of each velocity of
squared length `k`. -/
def moment (w : ℤ → ℝ) (n : ℕ) (u : Fin 3 → ℝ) : ℝ :=
  ∑ c ∈ velocities, w (sqLen c) * proj c u ^ n
```

Isotropy is the existence of one constant $K$ that serves all unit vectors. The expression `u ⬝ᵥ u = 1` says that $u$ has unit length.

```lean
/-- The `n`-th velocity moment takes the same value along all unit vectors. -/
def IsotropicAt (w : ℤ → ℝ) (n : ℕ) : Prop :=
  ∃ K : ℝ, ∀ u : Fin 3 → ℝ, u ⬝ᵥ u = 1 → moment w n u = K
```

A fluid-dynamical derivation usually needs the tensor $\sum_c w_{|c|^2}\,c_ic_jc_kc_l$ and not only its values along a single direction. The next definition contracts it with four arbitrary vectors $a,b,d,e$, which carries the same information as its components.

```lean
/-- The rank-four velocity tensor contracted with four real vectors. -/
def tensor4 (w : ℤ → ℝ) (a b d e : Fin 3 → ℝ) : ℝ :=
  ∑ c ∈ velocities, w (sqLen c) * (proj c a * proj c b * proj c d * proj c e)
```

## Counting and separating the shells

The shell sizes are found by direct evaluation over the finite set of velocities.

```lean
/-- The shells of squared length 1, 2 and 3 contain 6, 12 and 8 velocities. -/
theorem shell_sizes :
    (velocities.filter (fun c => sqLen c = 1)).card = 6 ∧
    (velocities.filter (fun c => sqLen c = 2)).card = 12 ∧
    (velocities.filter (fun c => sqLen c = 3)).card = 8 := by
  refine ⟨?_, ?_, ?_⟩ <;> decide +kernel
```

The next theorem writes any weighted sum as four groups, one for the rest velocity and one for each shell. The function `f` is arbitrary, so the same splitting serves the fourth moment, the tensor and the sixth moment. In the proof, `sum3` expands a sum over $\{-1,0,1\}$ into three terms. Applying it to each coordinate produces all 27 terms, `norm_num` evaluates their squared lengths, and `ring` collects them by weight.

```lean
/-- A weighted sum over the velocities splits into the rest velocity and the three shells. -/
theorem sum_shells (w : ℤ → ℝ) (f : ℤ × ℤ × ℤ → ℝ) :
    ∑ c ∈ velocities, w (sqLen c) * f c =
      w 0 * f (0, 0, 0)
      + w 1 * (f (1, 0, 0) + f (-1, 0, 0) + f (0, 1, 0) + f (0, -1, 0)
        + f (0, 0, 1) + f (0, 0, -1))
      + w 2 * (f (1, 1, 0) + f (1, -1, 0) + f (-1, 1, 0) + f (-1, -1, 0)
        + f (1, 0, 1) + f (1, 0, -1) + f (-1, 0, 1) + f (-1, 0, -1)
        + f (0, 1, 1) + f (0, 1, -1) + f (0, -1, 1) + f (0, -1, -1))
      + w 3 * (f (1, 1, 1) + f (1, 1, -1) + f (1, -1, 1) + f (1, -1, -1)
        + f (-1, 1, 1) + f (-1, 1, -1) + f (-1, -1, 1) + f (-1, -1, -1)) := by
  have sum3 : ∀ g : ℤ → ℝ, ∑ x ∈ ({-1, 0, 1} : Finset ℤ), g x = g (-1) + g 0 + g 1 := by
    intro g
    rw [Finset.sum_insert (by decide), Finset.sum_insert (by decide), Finset.sum_singleton]
    ring
  simp only [velocities, Finset.sum_product, sum3, sqLen]
  norm_num
  ring
```

## The isotropic part and the cubic part

The theorem `moment_four` is the formula for $M_4$ derived above. It holds for every real vector, whatever its length. The proof inserts $f(c)=(c\cdot u)^4$ into the shell splitting and writes the scalar products in components. The final `ring` carries out the expansion that the hand derivation organised through $S$ and $P$.

```lean
/-- The fourth moment is an isotropic part plus a multiple of the cubic invariant
`∑ i, u i ^ 4`. -/
theorem moment_four (w : ℤ → ℝ) (u : Fin 3 → ℝ) :
    moment w 4 u = (12 * w 2 + 24 * w 3) * (u ⬝ᵥ u) ^ 2
      + (2 * w 1 - 4 * w 2 - 16 * w 3) * ∑ i, u i ^ 4 := by
  refine (sum_shells w (fun c => proj c u ^ 4)).trans ?_
  simp only [proj, dotProduct, Fin.sum_univ_three]
  push_cast
  ring
```

The equivalence follows. For necessity, the auxiliary statement `key` rewrites the isotropy hypothesis for a unit vector with components $x,y,z$. It is applied to $(1,0,0)$ and $(3/5,4/5,0)$, both of which have rational components, so the comparison is exact arithmetic. The two resulting equations are linear in the weights and in $K$, and `linarith` eliminates $K$. For sufficiency, the constant is supplied explicitly as $12w_2+24w_3$.

```lean
/-- The fourth velocity moment of the cubic stencil is the same along all unit vectors if and
only if the shell weights satisfy `w 1 = 2 * w 2 + 8 * w 3`. -/
theorem isotropic_four_iff (w : ℤ → ℝ) :
    IsotropicAt w 4 ↔ w 1 = 2 * w 2 + 8 * w 3 := by
  constructor
  · rintro ⟨K, h⟩
    -- compare a cubic axis with an oblique direction in a coordinate plane
    have key : ∀ x y z : ℝ, x * x + y * y + z * z = 1 →
        (12 * w 2 + 24 * w 3) * (x * x + y * y + z * z) ^ 2
          + (2 * w 1 - 4 * w 2 - 16 * w 3) * (x ^ 4 + y ^ 4 + z ^ 4) = K := by
      intro x y z hu
      have hm := h ![x, y, z] (by
        rw [dotProduct, Fin.sum_univ_three]
        exact hu)
      rw [moment_four, dotProduct, Fin.sum_univ_three, Fin.sum_univ_three] at hm
      exact hm
    have h1 := key 1 0 0 (by norm_num)
    have h2 := key (3 / 5) (4 / 5) 0 (by norm_num)
    norm_num at h1 h2
    linarith
  · intro h
    refine ⟨12 * w 2 + 24 * w 3, fun u hu => ?_⟩
    rw [moment_four, hu, h]
    ring
```

The restriction to unit vectors in the definition of isotropy is essential. Take $w_1=2$, $w_2=1$, $w_3=0$, which satisfies the condition. Then $M_4(u)=12|u|^4$, which is $12$ for $u=(1,0,0)$ but $192$ for $u=(2,0,0)$. If all vectors were admitted, even this choice of weights would fail to give a constant.

## The full fourth-rank tensor

By sign symmetry, a component $\sum_c w_{|c|^2}\,c_ic_jc_kc_l$ vanishes unless each index value occurs an even number of times. Two cases remain. With two distinct pairs of indices, only velocities with both components nonzero contribute, and the value is $4w_2+8w_3$. With four equal indices, the value is $2w_1+8w_2+8w_3$.

An isotropic tensor of the form $\kappa(\delta_{ij}\delta_{kl}+\delta_{ik}\delta_{jl}+\delta_{il}\delta_{jk})$ has the value $\kappa$ in the first case and $3\kappa$ in the second. With $\kappa=4w_2+8w_3$, the excess in the second case is
$$2w_1+8w_2+8w_3-3(4w_2+8w_3)=2w_1-4w_2-16w_3,$$
which is the coefficient of the cubic term in $M_4$. Contracting with $a,b,d,e$ gives the following identity, which Lean proves by the same shell expansion.

```lean
/-- The contracted rank-four tensor is a sum over the three pairings of the vectors plus a
cubic term. -/
theorem tensor4_eq (w : ℤ → ℝ) (a b d e : Fin 3 → ℝ) :
    tensor4 w a b d e =
      (4 * w 2 + 8 * w 3) * ((a ⬝ᵥ b) * (d ⬝ᵥ e) + (a ⬝ᵥ d) * (b ⬝ᵥ e) + (a ⬝ᵥ e) * (b ⬝ᵥ d))
      + (2 * w 1 - 4 * w 2 - 16 * w 3) * ∑ i, a i * b i * d i * e i := by
  refine (sum_shells w (fun c => proj c a * proj c b * proj c d * proj c e)).trans ?_
  simp only [proj, dotProduct, Fin.sum_univ_three]
  push_cast
  ring
```

The tensor thus has the three-pairing form under exactly the condition found for the directional moment. In one direction the proof sets all four vectors equal to a unit vector $u$. The three pairings then each give 1, so $M_4(u)=3\kappa$, and the previous equivalence applies. In the other direction the cubic term vanishes and $\kappa=4w_2+8w_3$.

```lean
/-- The rank-four velocity tensor is a multiple of the sum over the three pairings if and only
if `w 1 = 2 * w 2 + 8 * w 3`. -/
theorem tensor4_isotropic_iff (w : ℤ → ℝ) :
    (∃ κ : ℝ, ∀ a b d e : Fin 3 → ℝ, tensor4 w a b d e =
      κ * ((a ⬝ᵥ b) * (d ⬝ᵥ e) + (a ⬝ᵥ d) * (b ⬝ᵥ e) + (a ⬝ᵥ e) * (b ⬝ᵥ d)))
      ↔ w 1 = 2 * w 2 + 8 * w 3 := by
  constructor
  · rintro ⟨κ, h⟩
    -- with four equal unit vectors the tensor is the fourth moment
    refine (isotropic_four_iff w).1 ⟨3 * κ, fun u hu => ?_⟩
    have hm : moment w 4 u = tensor4 w u u u u :=
      Finset.sum_congr rfl (fun c _ => by ring)
    rw [hm, h, hu]
    ring
  · intro h
    refine ⟨4 * w 2 + 8 * w 3, fun a b d e => ?_⟩
    rw [tensor4_eq, h]
    ring
```

## The D3Q15, D3Q19 and D3Q27 weights

In the names of these lattices, the number after Q counts the velocities, including the one at rest. A lattice with fewer than 27 velocities is obtained by setting the weight of a shell to zero. The moving weights are:

| Lattice | $w_1$ | $w_2$ | $w_3$ |
|---|---|---|---|
| D3Q19 | $1/18$ | $1/36$ | $0$ |
| D3Q15 | $1/9$ | $0$ | $1/72$ |
| D3Q27 | $2/27$ | $1/54$ | $1/216$ |

Each row satisfies $w_1=2w_2+8w_3$, and each gives $12w_2+24w_3=1/3$. Hence $M_4(u)=|u|^4/3$ for all three. The second moment along a unit vector is $2w_1+8w_2+8w_3$, which equals $1/3$ in each row and is the squared sound speed $c_s^2$ in lattice units. Thus $M_4(u)=3c_s^4|u|^4$, the fourth moment along $u$ of a Gaussian velocity distribution with zero mean and independent components of variance $c_s^2$. The Lean proof treats the three sets of weights as separate cases and substitutes them into `moment_four`.

```lean
/-- For the standard D3Q19, D3Q15 and D3Q27 weights the fourth moment along `u` is one third
of the fourth power of the length of `u`. -/
theorem standard_lattices (w : ℤ → ℝ)
    (hw : (w 1 = 1 / 18 ∧ w 2 = 1 / 36 ∧ w 3 = 0) ∨
      (w 1 = 1 / 9 ∧ w 2 = 0 ∧ w 3 = 1 / 72) ∨
      (w 1 = 2 / 27 ∧ w 2 = 1 / 54 ∧ w 3 = 1 / 216)) (u : Fin 3 → ℝ) :
    moment w 4 u = 1 / 3 * (u ⬝ᵥ u) ^ 2 := by
  rcases hw with ⟨h1, h2, h3⟩ | ⟨h1, h2, h3⟩ | ⟨h1, h2, h3⟩ <;>
    rw [moment_four, h1, h2, h3] <;> ring
```

## Fourth and sixth order together

The sixth moment is treated in the same way. Put
$$S_6=\sum_i u_i^6,\qquad Q=\sum_{i\ne j}u_i^4u_j^2,\qquad R=u_0^2u_1^2u_2^2 .$$
The three shells contribute $2S_6$, then $8S_6+60Q$, then $8S_6+120Q+720R$. Therefore $M_6=A\,S_6+B\,Q+C\,R$ with
$$A=2w_1+8w_2+8w_3,\qquad B=60w_2+120w_3,\qquad C=720w_3 .$$

```lean
/-- The sixth moment written out in the components of `u`. -/
theorem moment_six (w : ℤ → ℝ) (u : Fin 3 → ℝ) :
    moment w 6 u = (2 * w 1 + 8 * w 2 + 8 * w 3) * (u 0 ^ 6 + u 1 ^ 6 + u 2 ^ 6)
      + (60 * w 2 + 120 * w 3) * (u 0 ^ 4 * (u 1 ^ 2 + u 2 ^ 2)
        + u 1 ^ 4 * (u 0 ^ 2 + u 2 ^ 2) + u 2 ^ 4 * (u 0 ^ 2 + u 1 ^ 2))
      + 720 * w 3 * (u 0 ^ 2 * u 1 ^ 2 * u 2 ^ 2) := by
  refine (sum_shells w (fun c => proj c u ^ 6)).trans ?_
  simp only [proj]
  push_cast
  ring
```

For a unit vector, $1=|u|^6=S_6+3Q+6R$. Suppose that $M_6$ is isotropic. Along $(1,0,0)$ its value is $A$. Along $(3/5,4/5,0)$ we have $R=0$ and $Q=144/625$, so
$$A=A(1-3Q)+BQ,$$
which gives $B=3A$. Along $(1/3,2/3,2/3)$ we have $R=16/729$. With $B=3A$, the value there is $A(1-6R)+CR$, and setting it equal to $A$ gives $C=6A$.

If $M_4$ is isotropic as well, inserting $w_1=2w_2+8w_3$ into $A$ gives $A=12w_2+24w_3$, and so $B=5A$. Together with $B=3A$ this forces $A=0$. Then $C=0$ gives $w_3=0$, the equation $A=0$ gives $w_2=0$, and the fourth-order condition gives $w_1=0$.

Both hypotheses are needed. The weights $(w_1,w_2,w_3)=(2,1,0)$ make the fourth moment isotropic without vanishing. The weights $(40,4,1)$ do the same for the sixth moment, since they give $A=120$, $B=360$ and $C=720$, hence $M_6=120|u|^6$; they violate the fourth-order condition because $40\ne 2\cdot4+8$.

The word `not` in the name of the theorem below refers to moving weights that do not all vanish; if they are all zero, both moments are trivially isotropic. In the formal proof, `key` again expresses isotropy in components, and the three directions give three linear equations. Together with the fourth-order condition they determine the weights, and `linarith` derives each of the three equalities. Allowing unequal weights within a shell does not make nonzero isotropic moments at both orders possible on these 27 velocities. If both moments are isotropic, averaging the weights over the symmetries of the cube leaves the two constant values unchanged and makes the weights equal within each shell. By the theorem below the averaged moving weights vanish, so both moments are zero in every direction. A stencil with nonzero isotropic moments at both orders must therefore include velocities beyond these 27.

```lean
/-- If the fourth and the sixth moments are both isotropic, the weights of all three shells
vanish. -/
theorem not_isotropic_four_and_six (w : ℤ → ℝ) (h4 : IsotropicAt w 4)
    (h6 : IsotropicAt w 6) : w 1 = 0 ∧ w 2 = 0 ∧ w 3 = 0 := by
  have h := (isotropic_four_iff w).1 h4
  obtain ⟨K, hK⟩ := h6
  -- three unit directions fix the ratios of the weights required at sixth order
  have key : ∀ x y z : ℝ, x * x + y * y + z * z = 1 →
      (2 * w 1 + 8 * w 2 + 8 * w 3) * (x ^ 6 + y ^ 6 + z ^ 6)
        + (60 * w 2 + 120 * w 3) * (x ^ 4 * (y ^ 2 + z ^ 2)
          + y ^ 4 * (x ^ 2 + z ^ 2) + z ^ 4 * (x ^ 2 + y ^ 2))
        + 720 * w 3 * (x ^ 2 * y ^ 2 * z ^ 2) = K := by
    intro x y z hu
    have hm := hK ![x, y, z] (by
      rw [dotProduct, Fin.sum_univ_three]
      exact hu)
    rw [moment_six] at hm
    exact hm
  have h1 := key 1 0 0 (by norm_num)
  have h2 := key (3 / 5) (4 / 5) 0 (by norm_num)
  have h3 := key (1 / 3) (2 / 3) (2 / 3) (by norm_num)
  norm_num at h1 h2 h3
  refine ⟨?_, ?_, ?_⟩ <;> linarith

end

end CubicVelocityStencil
```

```lean
#print axioms CubicVelocityStencil.isotropic_four_iff
#print axioms CubicVelocityStencil.tensor4_isotropic_iff
#print axioms CubicVelocityStencil.standard_lattices
#print axioms CubicVelocityStencil.not_isotropic_four_and_six
```

```
'CubicVelocityStencil.isotropic_four_iff' depends on axioms: [propext, Classical.choice, Quot.sound]
'CubicVelocityStencil.tensor4_isotropic_iff' depends on axioms: [propext, Classical.choice, Quot.sound]
'CubicVelocityStencil.standard_lattices' depends on axioms: [propext, Classical.choice, Quot.sound]
'CubicVelocityStencil.not_isotropic_four_and_six' depends on axioms: [propext, Classical.choice, Quot.sound]
```
